# A polynomial correction s(A)r turns the residual r into (1 − A s(A))r

Linear equations A x = f arise, for instance, in linear-response calculations, and a trial solution x₀ leaves the residual r = f − A x₀. The declaration states that if x₀ is corrected by s(A)r, where s is a real polynomial, the new residual is the polynomial 1 − X s(X), evaluated at A and applied to r. Here A is any linear map from a real inner product space to itself; it need not be symmetric, bounded or invertible, and the space need not be finite-dimensional. The attempt expands the right-hand side by rewriting, distributes A over the sum on the left, and leaves the remaining rearrangement of vectors to `abel`.

The first attempt, which Lean rejects:

```lean
import Mathlib

open Polynomial

namespace OutlierDeflation

noncomputable section

variable {E : Type*} [NormedAddCommGroup E] [InnerProductSpace ℝ E]

/-- Correcting `x₀` by `s(A)` applied to its residual multiplies that residual by the
polynomial `1 - x s(x)` evaluated at `A`. -/
theorem residual_correction (A : E →ₗ[ℝ] E) (f x₀ : E) (s : ℝ[X]) :
    f - A (x₀ + aeval A s (f - A x₀)) = aeval A (1 - X * s) (f - A x₀) := by
  rw [map_sub (aeval A), map_one, map_mul, aeval_X, LinearMap.sub_apply,
    Module.End.one_apply, Module.End.mul_apply, map_add A]
  abel

end

end OutlierDeflation
```

Lean reports:

```
Main.lean:15:6: error(lean.synthInstanceFailed): failed to synthesize instance of type class
  AddMonoidHomClass (?m.71[X] →ₐ[?m.71] E →ₗ[ℝ] E) ?m.71[X] (E →ₗ[ℝ] E)

Hint: Type class instance resolution failures can be inspected with the `set_option trace.Meta.synthInstance true` command.
Main.lean:14:74: error: unsolved goals
E : Type u_1
inst✝¹ : NormedAddCommGroup E
inst✝ : InnerProductSpace ℝ E
A : E →ₗ[ℝ] E
f x₀ : E
s : ℝ[X]
⊢ f - A (x₀ + ((aeval A) s) (f - A x₀)) = ((aeval A) (1 - X * s)) (f - A x₀)
```

Cause. The first message concerns `map_sub (aeval A)`. Lean elaborates this term before matching it with the goal, and `A` alone does not fix the coefficient ring of the polynomials that `aeval A` accepts. The ring remains unknown, shown as `?m.71`, and Lean cannot find the `AddMonoidHomClass` instance that `map_sub` needs. The second message shows the original goal untouched, because the first rewrite never took place.

The repair first proves an operator identity, `h`. Its statement contains `s`, whose type is `ℝ[X]`, so the ring is known to be `ℝ`. Inside `h`, `map_sub` needs no explicit map: the only map applied to a difference there is `aeval A`, whereas the original goal also has maps applied to `f - A x₀`. Rewriting with `h` then puts the operator form into the main goal, and the remaining rewrites and `abel` finish the proof. The change from `map_add A` to `A.map_add` is mere tidying; both express the additivity of `A`.

After these edits no error is left:

```diff
@@ -13,6 +13,7 @@
 theorem residual_correction (A : E →ₗ[ℝ] E) (f x₀ : E) (s : ℝ[X]) :
     f - A (x₀ + aeval A s (f - A x₀)) = aeval A (1 - X * s) (f - A x₀) := by
-  rw [map_sub (aeval A), map_one, map_mul, aeval_X, LinearMap.sub_apply,
-    Module.End.one_apply, Module.End.mul_apply, map_add A]
+  have h : aeval A (1 - X * s) = 1 - A * aeval A s := by
+    rw [map_sub, map_one, map_mul, aeval_X]
+  rw [h, LinearMap.sub_apply, Module.End.one_apply, Module.End.mul_apply, A.map_add]
   abel
 
```
